# With positive gaps and doubles correct to first order, E[T] is a quadratic minimum that matches MP4 triples at fourth order

A coupled-cluster calculation with double excitations leaves out the energy that triple excitations contribute. The [T] correction estimates it from the converged doubles amplitudes. One double and one triple are enough to show how it works.

Let the double lie an energy \(\Delta>0\) above the reference and the triple an energy \(D>0\) above it. The fluctuation potential, scaled by a real number \(x\), couples the reference to the double with strength \(xg\) and the double to the triple with strength \(xV\). If the doubles amplitude is \(t\), the triple is driven by the source \(W=xVt\). For a trial triples amplitude \(y\),

\[
Dy^2+2yW = D\left(y+\frac{W}{D}\right)^2-\frac{W^2}{D}.
\]

The least value is \(-W^2/D\), reached at \(y=-W/D\), and this is the [T] energy. To first order in the coupling \(t=-xg/\Delta\), so \(W=-x^2Vg/\Delta\) and the correction is \(-x^4V^2g^2/(\Delta^2D)\). That is the fourth-order energy of the path from the reference to the double, to the triple, and back the same way.

## Sign, minimum and fourth-order limit

For finitely many doubles \(d\) and triples \(\mu\), with gaps \(\Delta_d>0\) and \(D_\mu>0\), set

\[
W_\mu=x\sum_d V_{\mu d}t_d,\qquad E[T]=-\sum_\mu\frac{W_\mu^2}{D_\mu}.
\]

Then \(E[T]\le 0\), and \(E[T]\) is the minimum over real \(y\) of \(\sum_\mu(D_\mu y_\mu^2+2y_\mu W_\mu)\). The minimum is attained exactly when \(D_\mu y_\mu+W_\mu=0\) for every \(\mu\).

Let \(t^{(1)}_d=-g_d/\Delta_d\) be the first-order amplitudes. If \(t(x)/x\to t^{(1)}\) as \(x\to0\), then

\[
\frac{E[T]}{x^4}\to E_{\mathrm{MP4,T}}=-\sum_{\mu,d,e}\frac{g_dV_{\mu d}V_{\mu e}g_e}{\Delta_dD_\mu\Delta_e},
\]

where \(e\) is a second doubles index.

## Where a triples code uses these facts

In a finite real basis with canonical orbitals, where the triples gaps are diagonal, a code can add up \(-W_\mu^2/D_\mu\) without storing triples amplitudes. A positive total then points to a wrong sign or to a nonpositive gap. Many programs store the denominator as occupied minus virtual orbital energies, which is \(-D_\mu\) here. The sums run over distinct excitations, so a spin-orbital code that sums over all six indices of a triple without restriction must divide by 36.

The limit gives a comparison between two routines. Keep the orbital energies fixed, scale the fluctuation potential by a small \(x\), solve the doubles equations again, and compare \(E[T]/x^4\) with a separately coded MP4 triples energy at \(x=1\). The amplitudes are themselves of order \(x\), so a fixed bound on their absolute error does not control the error in \(t/x\) as \(x\) shrinks. A bound that shrinks faster than \(x\) does.

## From the completed square to the MP4 sum

For each triple,

\[
D_\mu y_\mu^2+2y_\mu W_\mu=-\frac{W_\mu^2}{D_\mu}+D_\mu\left(y_\mu+\frac{W_\mu}{D_\mu}\right)^2.
\]

Summed over \(\mu\), the first terms give \(E[T]\) and the second terms give a nonnegative excess. Because every \(D_\mu\) is positive, the excess vanishes only if each bracket does, which means \(D_\mu y_\mu+W_\mu=0\). The sign of \(E[T]\) follows from \(W_\mu^2\ge0\) and \(D_\mu>0\). If some gap were negative, the functional would have no lower bound.

For \(x\ne0\), pull one more factor of \(x\) out of the amplitudes:

\[
W_\mu=x^2\sum_dV_{\mu d}\frac{t_d}{x}.
\]

Squaring gives \(E[T]=x^4F(t/x)\), with

\[
F(s)=-\sum_\mu\frac{1}{D_\mu}\left(\sum_dV_{\mu d}s_d\right)^2.
\]

At \(s=t^{(1)}\) the square expands into a double sum in which the two minus signs cancel:

\[
\left(\sum_dV_{\mu d}t^{(1)}_d\right)^2=\sum_{d,e}\frac{V_{\mu d}g_d\,V_{\mu e}g_e}{\Delta_d\Delta_e}.
\]

Dividing by \(D_\mu\), summing over \(\mu\) and restoring the overall sign gives \(F(t^{(1)})=E_{\mathrm{MP4,T}}\). Since \(F\) is a polynomial, it is continuous, and \(t(x)/x\to t^{(1)}\) implies \(E[T]/x^4=F(t(x)/x)\to E_{\mathrm{MP4,T}}\).

The assumption on \(t(x)/x\) can be obtained from amplitude equations of the form

\[
\Delta_dt_d+x\bigl(g_d+R_d(t)\bigr)=0,
\]

where \(R\) collects the terms that depend on the amplitudes. In coupled-cluster doubles with canonical orbitals these are linear and quadratic. Dividing by \(x\Delta_d\) gives

\[
\frac{t_d(x)}{x}=-\frac{g_d+R_d(t(x))}{\Delta_d}.
\]

If \(t(x)\to0\), \(R\) is continuous at zero and \(R(0)=0\), the right side tends to \(-g_d/\Delta_d\). For \(R_d(t)=c_dt_d\), with real constants \(c_d\), the equation has the explicit solution \(t_d=-xg_d/(\Delta_d+xc_d)\) for small \(x\), and this solution vanishes with \(x\).

**Coupled triples.** Completing the square also works when the diagonal gaps are replaced by a real symmetric positive definite matrix \(A\), as can arise with localised orbitals. The minimum of \(y^{\mathsf T}Ay+2y^{\mathsf T}W\) is \(-W^{\mathsf T}A^{-1}W\), attained only at \(Ay+W=0\). The Lean theorems treat the diagonal case.

## The Lean source

```lean
import Mathlib

open Filter Topology Matrix

namespace PerturbativeTriples

noncomputable section

/-- Real data for perturbative triples: positive excitation gaps of the doubles `ι` and the
triples `κ`, the triples-doubles coupling `V`, and the ground-doubles coupling `g`. -/
structure TriplesModel (ι κ : Type*) where
  gap2 : ι → ℝ
  gap2_pos : ∀ d, 0 < gap2 d
  gap3 : κ → ℝ
  gap3_pos : ∀ μ, 0 < gap3 μ
  V : Matrix κ ι ℝ
  g : ι → ℝ

variable {ι κ : Type*} [Fintype κ]

/-- The triples correction `E[T] = -∑ W² / D` for a triples source vector `W`. -/
def bracketT (M : TriplesModel ι κ) (W : κ → ℝ) : ℝ :=
  -∑ μ, W μ ^ 2 / M.gap3 μ

/-- The quadratic functional `∑ (D y² + 2 y W)` of trial triples amplitudes `y`. -/
def hylleraas (M : TriplesModel ι κ) (W y : κ → ℝ) : ℝ :=
  ∑ μ, (M.gap3 μ * y μ ^ 2 + 2 * y μ * W μ)

/-- The triples correction is never positive. -/
theorem bracketT_nonpos (M : TriplesModel ι κ) (W : κ → ℝ) : bracketT M W ≤ 0 :=
  neg_nonpos.2 (Finset.sum_nonneg fun μ _ => div_nonneg (sq_nonneg _) (M.gap3_pos μ).le)

/-- The functional equals `E[T]` plus a gap-weighted sum of squares. -/
theorem hylleraas_complete_square (M : TriplesModel ι κ) (W y : κ → ℝ) :
    hylleraas M W y = bracketT M W + ∑ μ, M.gap3 μ * (y μ + W μ / M.gap3 μ) ^ 2 := by
  unfold hylleraas bracketT
  rw [← Finset.sum_neg_distrib, ← Finset.sum_add_distrib]
  refine Finset.sum_congr rfl fun μ _ => ?_
  have e : W μ / M.gap3 μ * M.gap3 μ = W μ := div_mul_cancel₀ _ (M.gap3_pos μ).ne'
  have e2 : W μ ^ 2 / M.gap3 μ = W μ * (W μ / M.gap3 μ) := by ring
  rw [e2]
  linear_combination (-2 * y μ - W μ / M.gap3 μ) * e

/-- Trial amplitudes reach the value `E[T]` exactly when they solve the triples equation
`D y + W = 0`. -/
theorem hylleraas_eq_bracketT_iff (M : TriplesModel ι κ) (W y : κ → ℝ) :
    hylleraas M W y = bracketT M W ↔ ∀ μ, M.gap3 μ * y μ + W μ = 0 := by
  rw [hylleraas_complete_square]
  constructor
  · intro h μ
    have h0 : ∑ ν, M.gap3 ν * (y ν + W ν / M.gap3 ν) ^ 2 = 0 := by linarith
    -- a vanishing sum of nonnegative terms vanishes term by term
    have h1 := (Finset.sum_eq_zero_iff_of_nonneg (fun ν _ =>
      mul_nonneg (M.gap3_pos ν).le (sq_nonneg _))).1 h0 μ (Finset.mem_univ μ)
    have h2 : y μ + W μ / M.gap3 μ = 0 :=
      (pow_eq_zero_iff two_ne_zero).1 ((mul_eq_zero.1 h1).resolve_left (M.gap3_pos μ).ne')
    have e : W μ / M.gap3 μ * M.gap3 μ = W μ := div_mul_cancel₀ _ (M.gap3_pos μ).ne'
    linear_combination M.gap3 μ * h2 - e
  · intro h
    have h0 : ∑ ν, M.gap3 ν * (y ν + W ν / M.gap3 ν) ^ 2 = 0 := by
      refine Finset.sum_eq_zero fun μ _ => ?_
      have hy : y μ = -W μ / M.gap3 μ := by
        rw [eq_div_iff (M.gap3_pos μ).ne']
        linear_combination h μ
      rw [hy]
      ring
    rw [h0, add_zero]

/-- `E[T]` is the minimum of the quadratic functional over all trial triples amplitudes. -/
theorem bracketT_isLeast (M : TriplesModel ι κ) (W : κ → ℝ) :
    IsLeast (Set.range (hylleraas M W)) (bracketT M W) := by
  constructor
  · refine ⟨fun μ => -W μ / M.gap3 μ, (hylleraas_eq_bracketT_iff M W _).2 fun μ => ?_⟩
    have e : -W μ / M.gap3 μ * M.gap3 μ = -W μ := div_mul_cancel₀ _ (M.gap3_pos μ).ne'
    linear_combination e
  · rintro _ ⟨y, rfl⟩
    rw [hylleraas_complete_square]
    exact le_add_of_nonneg_right (Finset.sum_nonneg fun μ _ =>
      mul_nonneg (M.gap3_pos μ).le (sq_nonneg _))

/-- First-order doubles amplitudes `-g / Δ`, with `Δ` the doubles gaps. -/
def firstOrder (M : TriplesModel ι κ) : ι → ℝ := fun d => -M.g d / M.gap2 d

variable [Fintype ι]

/-- The triples source `W = (x V) t` at coupling strength `x` and doubles amplitudes `t`. -/
def source (M : TriplesModel ι κ) (x : ℝ) (t : ι → ℝ) : κ → ℝ := (x • M.V) *ᵥ t

/-- The MP4 triples energy as a fourth-order sum over states, along the paths
ground, double, triple, double, ground. -/
def mp4Triples (M : TriplesModel ι κ) : ℝ :=
  -∑ μ, ∑ d, ∑ e, M.g d * M.V μ d * M.V μ e * M.g e / (M.gap2 d * M.gap3 μ * M.gap2 e)

/-- At nonzero coupling `x`, `E[T]` is `x⁴` times its value at unit coupling with
amplitudes `t / x`. -/
theorem bracketT_scaling (M : TriplesModel ι κ) {x : ℝ} (hx : x ≠ 0) (t : ι → ℝ) :
    bracketT M (source M x t) = x ^ 4 * bracketT M (source M 1 (x⁻¹ • t)) := by
  have key : ∀ μ, source M x t μ = x ^ 2 * source M 1 (x⁻¹ • t) μ := by
    intro μ
    simp only [source, Matrix.mulVec, dotProduct, Matrix.smul_apply, Pi.smul_apply,
      smul_eq_mul, Finset.mul_sum]
    refine Finset.sum_congr rfl fun d _ => ?_
    field_simp
  unfold bracketT
  rw [mul_neg, Finset.mul_sum]
  congr 1
  refine Finset.sum_congr rfl fun μ _ => ?_
  rw [key]
  ring

/-- The MP4 triples energy is `E[T]` evaluated with the first-order doubles amplitudes. -/
theorem mp4Triples_eq_bracketT (M : TriplesModel ι κ) :
    mp4Triples M = bracketT M (source M 1 (firstOrder M)) := by
  simp only [mp4Triples, bracketT, source, firstOrder, Matrix.mulVec, dotProduct,
    Matrix.smul_apply, smul_eq_mul, one_mul]
  congr 1
  refine Finset.sum_congr rfl fun μ _ => ?_
  -- the square of the source is a double sum over doubles
  rw [sq, Finset.sum_mul_sum, Finset.sum_div]
  refine Finset.sum_congr rfl fun d _ => ?_
  rw [Finset.sum_div]
  refine Finset.sum_congr rfl fun e _ => ?_
  ring

/-- If `t(x) / x` tends to the first-order doubles amplitudes as `x → 0`, then
`E[T] / x⁴` tends to the MP4 triples energy. -/
theorem bracketT_tendsto_mp4Triples (M : TriplesModel ι κ) (t : ℝ → ι → ℝ)
    (ht : Tendsto (fun x => x⁻¹ • t x) (𝓝[≠] 0) (𝓝 (firstOrder M))) :
    Tendsto (fun x => bracketT M (source M x (t x)) / x ^ 4) (𝓝[≠] 0)
      (𝓝 (mp4Triples M)) := by
  have cont : Continuous fun s : ι → ℝ => bracketT M (source M 1 s) := by
    simp only [bracketT, source, Matrix.mulVec, dotProduct]
    fun_prop
  rw [mp4Triples_eq_bracketT]
  refine ((cont.tendsto _).comp ht).congr' ?_
  filter_upwards [self_mem_nhdsWithin] with x hx
  have hx0 : x ≠ 0 := hx
  simp only [Function.comp_apply]
  rw [bracketT_scaling M hx0 (t x), mul_div_cancel_left₀ _ (pow_ne_zero 4 hx0)]

omit [Fintype κ] [Fintype ι] in
/-- Doubles amplitudes `t(x)` that vanish as `x → 0` and solve `Δ t + x (g + R(t)) = 0` for
small nonzero `x`, where `R` is continuous at zero and vanishes there. -/
structure DoublesBranch (M : TriplesModel ι κ) (R : (ι → ℝ) → ι → ℝ) (t : ℝ → ι → ℝ) :
    Prop where
  cont : ContinuousAt R 0
  zero : R 0 = 0
  small : Tendsto t (𝓝[≠] 0) (𝓝 0)
  eqn : ∀ᶠ x in 𝓝[≠] (0 : ℝ), ∀ d, M.gap2 d * t x d + x * (M.g d + R (t x) d) = 0

omit [Fintype κ] [Fintype ι] in
/-- On such a branch, `t(x) / x` tends to the first-order doubles amplitudes. -/
theorem DoublesBranch.tendsto_firstOrder {M : TriplesModel ι κ} {R : (ι → ℝ) → ι → ℝ}
    {t : ℝ → ι → ℝ} (h : DoublesBranch M R t) :
    Tendsto (fun x => x⁻¹ • t x) (𝓝[≠] 0) (𝓝 (firstOrder M)) := by
  refine tendsto_pi_nhds.2 fun d => ?_
  have hR' := h.cont.tendsto.comp h.small
  rw [h.zero] at hR'
  have hR : Tendsto (fun x => R (t x) d) (𝓝[≠] 0) (𝓝 0) := tendsto_pi_nhds.1 hR' d
  have lim := ((hR.const_add (M.g d)).neg).div_const (M.gap2 d)
  rw [add_zero] at lim
  refine lim.congr' ?_
  filter_upwards [h.eqn, self_mem_nhdsWithin] with x hx hx0
  have hi : x⁻¹ * x = 1 := inv_mul_cancel₀ hx0
  simp only [Pi.smul_apply, smul_eq_mul]
  rw [div_eq_iff (M.gap2_pos d).ne']
  linear_combination (-x⁻¹) * hx d + (M.g d + R (t x) d) * hi

/-- For doubles amplitudes on such a branch, `E[T] / x⁴` tends to the MP4 triples energy. -/
theorem DoublesBranch.tendsto_mp4Triples {M : TriplesModel ι κ} {R : (ι → ℝ) → ι → ℝ}
    {t : ℝ → ι → ℝ} (h : DoublesBranch M R t) :
    Tendsto (fun x => bracketT M (source M x (t x)) / x ^ 4) (𝓝[≠] 0)
      (𝓝 (mp4Triples M)) :=
  bracketT_tendsto_mp4Triples M t h.tendsto_firstOrder

omit [Fintype κ] in
/-- For the diagonal linear coupling `R(t) = c t`, the amplitudes `-x g / (Δ + x c)` form
such a branch. -/
theorem doublesBranch_witness (M : TriplesModel ι κ) (c : ι → ℝ) :
    DoublesBranch M (fun s d => c d * s d)
      (fun x d => -(x * M.g d) / (M.gap2 d + x * c d)) where
  cont := by
    have h : Continuous (fun (s : ι → ℝ) (d : ι) => c d * s d) :=
      continuous_pi fun d => continuous_const.mul (continuous_apply d)
    exact h.continuousAt
  zero := by
    funext d
    simp
  small := by
    refine tendsto_pi_nhds.2 fun d => ?_
    have h : ContinuousAt (fun x : ℝ => -(x * M.g d) / (M.gap2 d + x * c d)) 0 :=
      ContinuousAt.div (by fun_prop) (by fun_prop) (by simpa using (M.gap2_pos d).ne')
    simpa using h.tendsto.mono_left nhdsWithin_le_nhds
  eqn := by
    refine eventually_all.2 fun d => ?_
    have hc : ContinuousAt (fun x : ℝ => M.gap2 d + x * c d) 0 := by fun_prop
    have hne := hc.eventually_ne (by simpa using (M.gap2_pos d).ne' :
      M.gap2 d + 0 * c d ≠ 0)
    filter_upwards [hne.filter_mono nhdsWithin_le_nhds] with x hx
    have e : -(x * M.g d) / (M.gap2 d + x * c d) * (M.gap2 d + x * c d) = -(x * M.g d) :=
      div_mul_cancel₀ _ hx
    linear_combination e

end

end PerturbativeTriples
```

```lean
#print axioms PerturbativeTriples.bracketT_nonpos
-- 'PerturbativeTriples.bracketT_nonpos' depends on axioms: [propext, Classical.choice, Quot.sound]
#print axioms PerturbativeTriples.bracketT_isLeast
-- 'PerturbativeTriples.bracketT_isLeast' depends on axioms: [propext, Classical.choice, Quot.sound]
#print axioms PerturbativeTriples.bracketT_tendsto_mp4Triples
-- 'PerturbativeTriples.bracketT_tendsto_mp4Triples' depends on axioms: [propext, Classical.choice, Quot.sound]
#print axioms PerturbativeTriples.DoublesBranch.tendsto_mp4Triples
-- 'PerturbativeTriples.DoublesBranch.tendsto_mp4Triples' depends on axioms: [propext, Classical.choice, Quot.sound]
```

## Reading the definitions and theorems

`TriplesModel ι κ` holds the data, with `ι` labelling doubles and `κ` labelling triples. Its fields `gap2` and `gap3` are \(\Delta\) and \(D\), and their positivity is part of the structure. It stands for a reference determinant that lies below all these excitations in the zeroth-order Hamiltonian. The field `V` is only the triples-doubles block of the fluctuation potential, and `g` is its ground-doubles block.

`source M x t` is \(W\), `bracketT` is \(E[T]\) and `firstOrder` is \(t^{(1)}\). The function `hylleraas` has the form of the Hylleraas functional for a second-order energy, but here it acts on triples amplitudes driven by \(W\). `mp4Triples` is defined directly as the sum over states, so its agreement with \(E[T]\) at first-order amplitudes is a theorem and not a definition.

`bracketT_isLeast` says that \(E[T]\) belongs to the set of values of the functional and is a lower bound for that set. In `bracketT_tendsto_mp4Triples`, the hypothesis `ht` is the limit of \(t(x)/x\), and `𝓝[≠] 0` means that \(x\) approaches zero from both sides without equalling it.

`DoublesBranch` collects the conditions on \(R\) and \(t(x)\), with the amplitude equation required only for small nonzero \(x\). `DoublesBranch.tendsto_mp4Triples` reaches the MP4 limit from these conditions.

## How the lemmas carry out the algebra

`hylleraas_complete_square` merges the sums and proves the one-triple identity, using `linear_combination` with the cancellation \((W_\mu/D_\mu)D_\mu=W_\mu\). `hylleraas_eq_bracketT_iff` then uses the fact that a vanishing sum of nonnegative terms vanishes term by term. For the minimum, `bracketT_isLeast` supplies \(y_\mu=-W_\mu/D_\mu\) and discards the nonnegative excess for every other trial vector.

`bracketT_scaling` first proves the factor \(x^2\) in each \(W_\mu\), then squares it. `mp4Triples_eq_bracketT` expands the squared source with `Finset.sum_mul_sum` and matches the terms. In the limit theorem, `fun_prop` establishes the continuity of \(F\), and `congr'` replaces \(F(t(x)/x)\) by \(E[T]/x^4\) at nonzero \(x\).

`DoublesBranch.tendsto_firstOrder` takes the limit of \(-(g_d+R_d(t(x)))/\Delta_d\) and uses the amplitude equation to identify this quotient with \(t_d(x)/x\). `doublesBranch_witness` checks the explicit solution for diagonal linear \(R\), where continuity keeps \(\Delta_d+xc_d\) away from zero near \(x=0\).

## What carries over to a molecular calculation

The sign and the minimum hold for every real source vector, whether or not the doubles amplitudes have converged. The MP4 statement is a limit: it gives neither a convergence rate nor an error bound at the physical coupling \(x=1\).

The step from the model to a molecule is the identification of `gap2`, `gap3`, `V` and `g` with the energies and matrix elements of its electronic Hamiltonian. The theorems take these numbers as given.

For a general \(R\), a small solution branch is assumed; existence is proved only for the diagonal linear example. With CCSD amplitudes, the singles also enter the doubles equations, so `DoublesBranch` does not apply as it stands, but `bracketT_tendsto_mp4Triples` does once `ht` is known. The (T) correction adds a singles contribution to \(E[T]\), and the sign result here concerns \(E[T]\) alone.
